# Surface energies from successive slabs: convergence if $N r_N\to 0$, possible failure if only $r_N\to 0$

## Slab energies and the two-slab estimate

A slab of $N$ layers with two equivalent faces has energy

$$E_N = N e + 2g + r_N ,$$

where $e$ is the bulk energy per layer, $g$ the surface energy of one face, and $r_N$ the finite-size residual. All energies refer to a fixed surface cell, so $g$ is not yet divided by an area. The residual stands for whatever a finite thickness adds, such as the interaction between the faces or quantum-size oscillations in a thin metal film.

The surface energy is estimated from slabs of $N$ and $N+1$ layers, with the bulk energy taken as their energy difference:

$$S_N = \tfrac12\bigl[E_{N+1} - (N+1)(E_{N+1}-E_N)\bigr].$$

The index $N$ belongs to the thinner slab. Any error in the energy difference enters $S_N$ multiplied by $(N+1)/2$ in magnitude, so a vanishing residual need not give a vanishing error.

## Which residuals give the surface energy

In Lean, `slabEnergy e g r` is the sequence $E_N$ and `surfaceEstimate` turns an energy sequence into $S_N$. The numbers `e` and `g` are arbitrary reals, and `r : ℕ → ℝ` is an arbitrary sequence. `Tendsto f atTop (𝓝 g)` says that $f(N)\to g$ as $N\to\infty$. The theorems state:

- If $N r_N\to0$, then $S_N\to g$ (`estimate_tendsto`).
- If $r_N\to0$ and $S_N$ converges, its limit is $g$ (`limit_eq_surface_energy`).
- For $r_N=(-1)^N/N$, the residual tends to zero but $S_N$ has no limit (`alternating_no_limit`).
- For $r_N=a/N$, $N r_N\to a$ and still $S_N\to g$ (`inverse_residual_tendsto`); with $a\neq0$ this shows that the first condition is not necessary.

The decay of $r_N$ is assumed, not derived from a Hamiltonian. For electronic-structure slab calculations the result means that, within this model of exact energies and unlimited thickness, an odd–even oscillation of order $1/N$ is enough to prevent convergence of the two-slab estimate.

## The error identity and the sufficient condition

Since $E_{N+1}-E_N = e + r_{N+1}-r_N$,

$$\begin{aligned}
S_N &= \tfrac12\bigl[(N+1)e+2g+r_{N+1}-(N+1)(e+r_{N+1}-r_N)\bigr]\\
&= g+\tfrac12\bigl[(N+1)r_N-N r_{N+1}\bigr].
\end{aligned}$$

Suppose $N r_N\to0$. Then $r_N=(N r_N)/N\to0$ as well. Hence $(N+1)r_N=N r_N+r_N\to0$ and $N r_{N+1}=(N+1)r_{N+1}-r_{N+1}\to0$, which gives $S_N\to g$.

## No wrong limit when the residual vanishes

Now assume only $r_N\to0$, and suppose that $(N+1)r_N-N r_{N+1}\ge d$ for all large $N$. Dividing by $N(N+1)$ and using $\frac1{N(N+1)}=\frac1N-\frac1{N+1}$ gives

$$\frac{r_{N+1}-d}{N+1}\le\frac{r_N-d}{N}.$$

So $(r_N-d)/N$ is eventually non-increasing. Its limit is $0$, so its terms are eventually non-negative and $r_N\ge d$. Letting $N\to\infty$ yields $d\le0$.

If $S_N\to L>g$, then eventually $S_N>(g+L)/2$, so the error combination $2(S_N-g)$ exceeds $d=L-g>0$, a contradiction. If $L<g$, the same argument applies to $-r_N$ with $d=g-L$. Therefore $L=g$.

## Alternating and inverse residuals

For $r_N=(-1)^N/N$ and $N\ge1$,

$$\begin{aligned}
S_N&=g+\frac{(-1)^N}{2}\left[\frac{N+1}{N}+\frac{N}{N+1}\right]\\
&=g+(-1)^N\left[1+\frac{1}{2N(N+1)}\right].
\end{aligned}$$

Even $N$ (thicker slab odd) gives $g+1$ in the limit, and odd $N$ gives $g-1$, in the energy unit of the residual. There is no common limit.

For $r_N=a/N$ the signs no longer alternate and the large terms cancel:

$$S_N=g+\frac a2\left[\frac{N+1}{N}-\frac{N}{N+1}\right]=g+\frac a2\left[\frac1N+\frac1{N+1}\right]\to g.$$

## A constant residual, and any finite limit of $N r_N$

Without $r_N\to0$, the estimate can converge to a value other than $g$: $r_N=c\neq0$ gives $S_N=g+c/2$ for every $N$. A constant residual is itself part of the surface energy, so the parameter $g$ is the physical surface energy of a face only if $r_N\to0$.

In the other direction, the splitting used for the sufficient condition also works if $N r_N\to a$ for some finite $a$. Then $r_N\to0$, and the error combination tends to $a+0-(a-0)=0$, so $S_N\to g$. This general case and the constant residual rest on the algebra given here and are not theorems of the file below.

## The definitions and theorems in Lean

```lean
import Mathlib

open Filter Topology

namespace SlabSurfaceEnergy

noncomputable section

/-- Energy of a slab of `N` layers with bulk energy `e` per layer, surface energy `g` on each of
its two faces, and finite-size residual `r N`. -/
def slabEnergy (e g : ℝ) (r : ℕ → ℝ) (N : ℕ) : ℝ := N * e + 2 * g + r N

/-- Surface energy estimated from slabs of `N` and `N + 1` layers: the bulk energy per layer is
taken to be the difference of the two slab energies. -/
def surfaceEstimate (E : ℕ → ℝ) (N : ℕ) : ℝ :=
  (E (N + 1) - ((N : ℝ) + 1) * (E (N + 1) - E N)) / 2

/-- The residual `(-1)^N / N`, alternating with the number of layers `N ≥ 1`. -/
def alternatingResidual (N : ℕ) : ℝ := (-1) ^ N / N

/-- The bulk energy cancels from the estimate, and its error is a combination of the residuals of
the two slabs. -/
theorem estimate_eq (e g : ℝ) (r : ℕ → ℝ) (N : ℕ) :
    surfaceEstimate (slabEnergy e g r) N
      = g + (((N : ℝ) + 1) * r N - N * r (N + 1)) / 2 := by
  simp only [surfaceEstimate, slabEnergy]
  push_cast
  ring

/-- If the residual decays so fast that `N * r N` tends to zero, the estimate tends to the surface
energy `g`. -/
theorem estimate_tendsto (e g : ℝ) (r : ℕ → ℝ)
    (h : Tendsto (fun N : ℕ => (N : ℝ) * r N) atTop (𝓝 0)) :
    Tendsto (surfaceEstimate (slabEnergy e g r)) atTop (𝓝 g) := by
  -- the residual itself tends to zero
  have hr : Tendsto r atTop (𝓝 0) := by
    refine (h.div_atTop (tendsto_natCast_atTop_atTop (R := ℝ))).congr' ?_
    filter_upwards [eventually_ge_atTop 1] with N hN
    have hN' : (N : ℝ) ≠ 0 := Nat.cast_ne_zero.2 (by omega)
    field_simp
  have hr1 : Tendsto (fun N : ℕ => r (N + 1)) atTop (𝓝 0) :=
    hr.comp (tendsto_add_atTop_nat 1)
  have h1 : Tendsto (fun N : ℕ => ((N : ℝ) + 1) * r (N + 1)) atTop (𝓝 0) := by
    refine (h.comp (tendsto_add_atTop_nat 1)).congr (fun N => ?_)
    simp
  -- assemble the error from these pieces
  have h3 := (((h.add hr).sub (h1.sub hr1)).div_const 2).const_add g
  have e0 : g + (0 + 0 - (0 - 0)) / 2 = g := by ring
  rw [e0] at h3
  refine h3.congr (fun N => ?_)
  rw [estimate_eq]
  ring

/-- For a residual that tends to zero, the error combination of successive slabs cannot stay above
a positive constant `d`. -/
theorem error_bound_nonpos (r : ℕ → ℝ) (hr : Tendsto r atTop (𝓝 0)) (d : ℝ)
    (hd : ∀ᶠ N : ℕ in atTop, d ≤ ((N : ℝ) + 1) * r N - N * r (N + 1)) : d ≤ 0 := by
  obtain ⟨M, hM⟩ := eventually_atTop.1 hd
  -- the shifted residual per layer decreases
  have anti : Antitone (fun n : ℕ => (r (n + (M + 1)) - d) / ((n + (M + 1) : ℕ) : ℝ)) := by
    refine antitone_nat_of_succ_le (fun n => ?_)
    have h := hM (n + (M + 1)) (by omega)
    have e : n + 1 + (M + 1) = n + (M + 1) + 1 := by omega
    simp only [e]
    rw [div_le_div_iff₀ (by positivity) (by positivity)]
    push_cast at h ⊢
    nlinarith [h]
  have lim0 : Tendsto (fun N : ℕ => (r N - d) / (N : ℝ)) atTop (𝓝 0) :=
    (hr.sub_const d).div_atTop tendsto_natCast_atTop_atTop
  have lim := lim0.comp (tendsto_add_atTop_nat (M + 1))
  -- a decreasing sequence stays above its limit, so the residual stays above `d`
  refine ge_of_tendsto' (hr.comp (tendsto_add_atTop_nat (M + 1))) (fun n => ?_)
  have h0 : 0 ≤ (r (n + (M + 1)) - d) / ((n + (M + 1) : ℕ) : ℝ) := anti.le_of_tendsto lim n
  have hK : (0 : ℝ) < ((n + (M + 1) : ℕ) : ℝ) := by positivity
  show d ≤ r (n + (M + 1))
  by_contra hc
  have hneg : r (n + (M + 1)) - d < 0 := by linarith [not_le.1 hc]
  exact absurd h0 (not_le_of_gt (div_neg_of_neg_of_pos hneg hK))

/-- If the residual tends to zero and the estimate converges, its limit is the surface
energy `g`. -/
theorem limit_eq_surface_energy (e g L : ℝ) (r : ℕ → ℝ) (hr : Tendsto r atTop (𝓝 0))
    (h : Tendsto (surfaceEstimate (slabEnergy e g r)) atTop (𝓝 L)) : L = g := by
  apply le_antisymm
  · by_contra hc
    have hlt : g < L := not_le.1 hc
    have hb := error_bound_nonpos r hr (L - g) (by
      filter_upwards [h.eventually_const_lt (show (g + L) / 2 < L by linarith)] with N hN
      rw [estimate_eq] at hN
      linarith)
    linarith
  · by_contra hc
    have hlt : L < g := not_le.1 hc
    have hb := error_bound_nonpos (fun N => -r N) (by simpa using hr.neg) (g - L) (by
      filter_upwards [h.eventually_lt_const (show L < (g + L) / 2 by linarith)] with N hN
      rw [estimate_eq] at hN
      linarith)
    linarith

/-- Closed form of the estimate for the alternating residual, from slabs of `N ≥ 1` and `N + 1`
layers. -/
theorem alternating_estimate (e g : ℝ) (N : ℕ) (hN : N ≠ 0) :
    surfaceEstimate (slabEnergy e g alternatingResidual) N
      = g + (-1) ^ N * (1 + 1 / (2 * N * ((N : ℝ) + 1))) := by
  rw [estimate_eq]
  simp only [alternatingResidual, pow_succ]
  push_cast
  have h0 : (N : ℝ) ≠ 0 := Nat.cast_ne_zero.2 hN
  have h1 : (N : ℝ) + 1 ≠ 0 := by positivity
  generalize (-1 : ℝ) ^ N = s
  field_simp
  ring

/-- For the alternating residual the estimate tends to `g - 1` when the thicker slab has an even
number of layers, and to `g + 1` when that number is odd. -/
theorem alternating_subsequences (e g : ℝ) :
    Tendsto (fun m : ℕ => surfaceEstimate (slabEnergy e g alternatingResidual) (2 * m + 1))
      atTop (𝓝 (g - 1)) ∧
    Tendsto (fun m : ℕ => surfaceEstimate (slabEnergy e g alternatingResidual) (2 * m))
      atTop (𝓝 (g + 1)) := by
  have w : Tendsto (fun N : ℕ => 1 + 1 / (2 * (N : ℝ) * ((N : ℝ) + 1))) atTop (𝓝 1) := by
    have h := (((tendsto_one_div_atTop_nhds_zero_nat (𝕜 := ℝ)).mul
      (tendsto_one_div_add_atTop_nhds_zero_nat (𝕜 := ℝ))).const_mul (1 / 2)).const_add 1
    have e0 : (1 : ℝ) + 1 / 2 * (0 * 0) = 1 := by ring
    rw [e0] at h
    refine h.congr (fun N => ?_)
    simp only [one_div, mul_inv]
    ring
  have t0 : Tendsto (fun m : ℕ => 2 * m) atTop atTop :=
    tendsto_atTop.2 (fun b => eventually_atTop.2 ⟨b, fun m hm => by omega⟩)
  have t1 : Tendsto (fun m : ℕ => 2 * m + 1) atTop atTop :=
    tendsto_atTop.2 (fun b => eventually_atTop.2 ⟨b, fun m hm => by omega⟩)
  constructor
  · refine ((w.comp t1).const_sub g).congr (fun m => ?_)
    rw [alternating_estimate e g (2 * m + 1) (by omega), pow_succ, pow_mul]
    simp only [Function.comp_apply, neg_one_sq, one_pow]
    ring
  · refine ((w.comp t0).const_add g).congr' ?_
    filter_upwards [eventually_ge_atTop 1] with m hm
    rw [alternating_estimate e g (2 * m) (by omega), pow_mul]
    simp only [Function.comp_apply, neg_one_sq, one_pow]
    ring

/-- The alternating residual tends to zero, yet the surface energy estimate has no limit. -/
theorem alternating_no_limit (e g : ℝ) :
    Tendsto alternatingResidual atTop (𝓝 0) ∧
    ¬ ∃ L : ℝ, Tendsto (surfaceEstimate (slabEnergy e g alternatingResidual)) atTop (𝓝 L) := by
  have hr : Tendsto alternatingResidual atTop (𝓝 0) :=
    squeeze_zero_norm (fun N => by simp [alternatingResidual])
      (tendsto_one_div_atTop_nhds_zero_nat (𝕜 := ℝ))
  refine ⟨hr, ?_⟩
  rintro ⟨L, hL⟩
  -- a limit would have to be `g`, but every second estimate tends to `g + 1`
  have hg := limit_eq_surface_energy e g L _ hr hL
  have t0 : Tendsto (fun m : ℕ => 2 * m) atTop atTop :=
    tendsto_atTop.2 (fun b => eventually_atTop.2 ⟨b, fun m hm => by omega⟩)
  have h2 := tendsto_nhds_unique (hL.comp t0) (alternating_subsequences e g).2
  linarith

/-- For the residual `a / N` the product of layer number and residual tends to `a`, and the
estimate still tends to the surface energy `g`. -/
theorem inverse_residual_tendsto (e g a : ℝ) :
    Tendsto (fun N : ℕ => (N : ℝ) * (a / N)) atTop (𝓝 a) ∧
    Tendsto (surfaceEstimate (slabEnergy e g (fun N => a / N))) atTop (𝓝 g) := by
  constructor
  · refine tendsto_const_nhds.congr' ?_
    filter_upwards [eventually_ge_atTop 1] with N hN
    have h0 : (N : ℝ) ≠ 0 := Nat.cast_ne_zero.2 (by omega)
    field_simp
  · have h := (((tendsto_one_div_atTop_nhds_zero_nat (𝕜 := ℝ)).add
      (tendsto_one_div_add_atTop_nhds_zero_nat (𝕜 := ℝ))).const_mul (a / 2)).const_add g
    have e0 : g + a / 2 * (0 + 0) = g := by ring
    rw [e0] at h
    refine h.congr' ?_
    filter_upwards [eventually_ge_atTop 1] with N hN
    have h0 : (N : ℝ) ≠ 0 := Nat.cast_ne_zero.2 (by omega)
    have h1 : (N : ℝ) + 1 ≠ 0 := by positivity
    rw [estimate_eq]
    push_cast
    field_simp
    ring

end

end SlabSurfaceEnergy
```

```lean
#print axioms SlabSurfaceEnergy.estimate_tendsto
#print axioms SlabSurfaceEnergy.limit_eq_surface_energy
#print axioms SlabSurfaceEnergy.alternating_no_limit
#print axioms SlabSurfaceEnergy.inverse_residual_tendsto
```

```
'SlabSurfaceEnergy.estimate_tendsto' depends on axioms: [propext, Classical.choice, Quot.sound]
'SlabSurfaceEnergy.limit_eq_surface_energy' depends on axioms: [propext, Classical.choice, Quot.sound]
'SlabSurfaceEnergy.alternating_no_limit' depends on axioms: [propext, Classical.choice, Quot.sound]
'SlabSurfaceEnergy.inverse_residual_tendsto' depends on axioms: [propext, Classical.choice, Quot.sound]
```

## How the Lean proofs follow the algebra

`estimate_eq` unfolds the definitions and leaves the error identity to `ring`. It holds for every `N`, including zero.

In `estimate_tendsto`, `hr` is the step $r_N=(N r_N)/N\to0$. The facts `hr1` and `h1` are the limits for the thicker slab, obtained by shifting the index, and `h3` adds the pieces.

`error_bound_nonpos` carries the monotonicity argument. Its hypothesis `∀ᶠ N` means "for all sufficiently large $N$", and `M` is a threshold. The sequence starts at $M+1$, so that the bound holds and the denominators are positive. `div_le_div_iff₀` clears the denominators and `nlinarith` closes the inequality. `anti.le_of_tendsto` says that a non-increasing sequence stays above its limit, and `ge_of_tendsto'` passes $r_N\ge d$ to the limit. `limit_eq_surface_energy` applies this lemma to `r` and to `-r`.

`alternating_estimate` replaces $(-1)^N$ by a symbol `s`, after which the closed form is rational algebra. It requires `N ≠ 0`; Lean sets the residual at $N=0$ to zero, which affects no limit. `alternating_subsequences` then takes the limits along odd and even $N$.

`alternating_no_limit` needs only one of them: a limit would have to be $g$ by `limit_eq_surface_energy`, while the even subsequence tends to $g+1$. `inverse_residual_tendsto` uses the explicit error $\frac a2\left[\frac1N+\frac1{N+1}\right]$ for $N\ge1$.
